# Iso-Zeeman gate modulation of an invertible g-matrix is transverse to the effective field

## The g-matrix, the Zeeman tensor and their derivatives

A spin doublet in a magnetic field $B$, with a gate at voltage $V$, has the Hamiltonian

$$H(V)=\frac{\mu_B}{2}\,\boldsymbol\sigma\cdot\big(g(V)B\big),$$

where $\boldsymbol\sigma$ are the Pauli matrices, $\mu_B$ is the Bohr magneton and $g(V)$ is a real $3\times3$ matrix. Its rows belong to the spin axes and its columns to the field components, both numbered 0, 1, 2 as in Lean. The vector $gB$ acts as an effective field, and the Zeeman splitting is $\mu_B|gB|$. The model has two levels, is linear in $B$ and depends on one voltage. The Hamiltonian serves as physical motivation; the Lean theorems concern only the matrices and vectors.

```lean
import Mathlib

open Matrix

namespace IsoZeeman

noncomputable section
```

Fields are functions `Fin 3 → ℝ`. Mathlib's norm on that type is the largest absolute component, so the Euclidean length $|v|$ gets its own definition. The symbols `⬝ᵥ`, `*ᵥ` and `⨯₃` denote the scalar product, a matrix acting on a vector, and the cross product.

```lean
/-- Euclidean length of a vector in three-dimensional space. -/
def len (v : Fin 3 → ℝ) : ℝ := √(v ⬝ᵥ v)
```

The Zeeman tensor is $G=g^Tg$. A rotation of the spin axes, $g\to Rg$, leaves it unchanged.

```lean
/-- The Zeeman tensor `G = gᵀ g` of a g-matrix. -/
def zeemanTensor (g : Matrix (Fin 3) (Fin 3) ℝ) : Matrix (Fin 3) (Fin 3) ℝ := gᵀ * g
```

Derivatives are taken entry by entry at a working point $V_0$. Below, $g$ without an argument means $g(V_0)$. The hypothesis `hg` says that $g'$ is the derivative of $g$ at $V_0$, and `hG` says that $G'$ is the derivative of $G$ there. Differentiability elsewhere is not assumed.

```lean
/-- The voltage-dependent matrix `A` has the derivative `A'` at the voltage `V₀`,
entry by entry. -/
def MatrixDeriv (A : ℝ → Matrix (Fin 3) (Fin 3) ℝ) (A' : Matrix (Fin 3) (Fin 3) ℝ)
    (V₀ : ℝ) : Prop :=
  ∀ i j, HasDerivAt (fun V => A V i j) (A' i j) V₀
```

The modulation is called iso-Zeeman at $V_0$ if $|gB|$ is stationary there for every nonzero $B$. The last part uses a g-matrix with principal values $a,b,c$ whose output axes turn with $V$, which is then an angle.

```lean
/-- A g-matrix with principal values `a`, `b`, `c` whose output axes are turned about the
third axis by the angle `V`. -/
def rotatedG (a b c V : ℝ) : Matrix (Fin 3) (Fin 3) ℝ :=
  !![a * Real.cos V, -b * Real.sin V, 0; a * Real.sin V, b * Real.cos V, 0; 0, 0, c]
```

## (a) The squared length

**Task.** Show that $|v|^2=v\cdot v$.

**Solution.** By definition $|v|=\sqrt{v\cdot v}$. Since $v\cdot v=\sum_i v_i^2\ge 0$, squaring undoes the root. In Lean, `Real.sq_sqrt` asks for exactly this non-negativity.

```lean
variable {g : ℝ → Matrix (Fin 3) (Fin 3) ℝ} {g' G' : Matrix (Fin 3) (Fin 3) ℝ} {V₀ : ℝ}

/-- The squared length of a vector is its scalar product with itself. -/
theorem len_sq (v : Fin 3 → ℝ) : len v ^ 2 = v ⬝ᵥ v :=
  Real.sq_sqrt (Finset.sum_nonneg fun i _ => mul_self_nonneg (v i))
```

## (b) The product rule for the Zeeman tensor

**Task.** Express $G'$ through $g$ and $g'$:

$$G'=g'^Tg+g^Tg'.$$

**Solution.** In components $G_{ij}=\sum_k g_{ki}g_{kj}$, so

$$G'_{ij}=\sum_k\big(g'_{ki}g_{kj}+g_{ki}g'_{kj}\big),$$

which is the $ij$ entry of the right-hand side. Lean differentiates the sum in `h`. Because `hG` already supplies a derivative of the same function, `unique` identifies the two.

```lean
/-- Product rule for the Zeeman tensor: `G' = g'ᵀ g + gᵀ g'`. -/
theorem zeemanTensor_deriv_eq (hg : MatrixDeriv g g' V₀)
    (hG : MatrixDeriv (fun V => zeemanTensor (g V)) G' V₀) :
    G' = g'ᵀ * g V₀ + (g V₀)ᵀ * g' := by
  ext i j
  have h : HasDerivAt (fun V => ∑ k, g V k i * g V k j)
      (∑ k, (g' k i * g V₀ k j + g V₀ k i * g' k j)) V₀ :=
    HasDerivAt.fun_sum fun k _ => (hg k i).fun_mul (hg k j)
  -- a function has only one derivative
  have hu := (hG i j).unique h
  rw [hu, Finset.sum_add_distrib]
  simp only [Matrix.add_apply, Matrix.mul_apply, Matrix.transpose_apply]
```

## (c) What the Zeeman tensor does not see

**Task.** Show that $g^Tg'-\tfrac12G'$ is antisymmetric:

$$\big(g^Tg'-\tfrac12G'\big)^T=-\big(g^Tg'-\tfrac12G'\big).$$

**Solution.** Inserting (b) gives

$$g^Tg'-\tfrac12G'=\tfrac12\big(g^Tg'-g'^Tg\big).$$

Transposition exchanges the two terms and so reverses the sign. Of the nine entries' worth of information in $g^Tg'$, six numbers are fixed by $G'$ and three sit in this antisymmetric part. The Lean proof distributes the transposes, and `module` compares the coefficients.

```lean
/-- Removing half the derivative of the Zeeman tensor from `gᵀ g'` leaves an antisymmetric
matrix. -/
theorem antisymmetric_part (hg : MatrixDeriv g g' V₀)
    (hG : MatrixDeriv (fun V => zeemanTensor (g V)) G' V₀) :
    ((g V₀)ᵀ * g' - (1 / 2 : ℝ) • G')ᵀ = -((g V₀)ᵀ * g' - (1 / 2 : ℝ) • G') := by
  rw [zeemanTensor_deriv_eq hg hG]
  simp only [Matrix.transpose_sub, Matrix.transpose_smul, Matrix.transpose_add,
    Matrix.transpose_mul, Matrix.transpose_transpose]
  module
```

## (d) The quadratic form of the derivative

**Task.** Relate $G'$ to the two vectors $gB$ and $g'B$:

$$B\cdot G'B=2\,(gB)\cdot(g'B).$$

**Solution.** By (b),

$$B\cdot G'B=B\cdot g'^TgB+B\cdot g^Tg'B=(g'B)\cdot(gB)+(gB)\cdot(g'B),$$

and the two terms are equal. Lean writes out all components and lets `ring` compare them.

```lean
/-- The quadratic form of the derivative `G'` of the Zeeman tensor, taken at the magnetic field `B`,
is twice the scalar product of `gB` and `g'B`. -/
theorem quadratic_form_eq (hg : MatrixDeriv g g' V₀)
    (hG : MatrixDeriv (fun V => zeemanTensor (g V)) G' V₀) (B : Fin 3 → ℝ) :
    B ⬝ᵥ (G' *ᵥ B) = 2 * ((g V₀ *ᵥ B) ⬝ᵥ (g' *ᵥ B)) := by
  rw [zeemanTensor_deriv_eq hg hG]
  simp only [Matrix.mulVec, dotProduct, Matrix.add_apply, Matrix.mul_apply,
    Matrix.transpose_apply, Fin.sum_univ_three]
  ring
```

## (e) Six test fields

**Task.** Show that

$$B\cdot G'B=0\ \text{ for all }B\quad\Longrightarrow\quad G'=0.$$

**Solution.** By (b), $G'$ is symmetric. With the unit vectors $e_0,e_1,e_2$, the choice $B=e_i$ gives $G'_{ii}=0$. For $i\ne j$ the choice $B=e_i+e_j$ gives

$$0=G'_{ii}+G'_{jj}+2G'_{ij}=2G'_{ij}.$$

In the code `hS` is the symmetry, `h1` to `h6` are the six fields, and `linarith` settles each of the nine entries.

```lean
/-- If the quadratic form of the derivative `G'` of the Zeeman tensor vanishes for every magnetic
field, then `G' = 0`. -/
theorem deriv_eq_zero_of_form (hg : MatrixDeriv g g' V₀)
    (hG : MatrixDeriv (fun V => zeemanTensor (g V)) G' V₀)
    (h : ∀ B : Fin 3 → ℝ, B ⬝ᵥ (G' *ᵥ B) = 0) : G' = 0 := by
  have hS : G'ᵀ = G' := by
    rw [zeemanTensor_deriv_eq hg hG]
    simp [Matrix.transpose_add, Matrix.transpose_mul, add_comm]
  have s1 : G' 1 0 = G' 0 1 := congrFun (congrFun hS 0) 1
  have s2 : G' 2 0 = G' 0 2 := congrFun (congrFun hS 0) 2
  have s3 : G' 2 1 = G' 1 2 := congrFun (congrFun hS 1) 2
  -- six test fields determine a symmetric matrix
  have h1 := h ![1, 0, 0]
  have h2 := h ![0, 1, 0]
  have h3 := h ![0, 0, 1]
  have h4 := h ![1, 1, 0]
  have h5 := h ![1, 0, 1]
  have h6 := h ![0, 1, 1]
  simp [Matrix.mulVec, dotProduct, Fin.sum_univ_three] at h1 h2 h3 h4 h5 h6
  ext i j
  fin_cases i <;> fin_cases j <;> simp <;> linarith
```

## (f) The slope of the splitting

**Task.** For $\det g\neq0$ and $B\ne0$, show that

$$\frac{d}{dV}|g(V)B|\,\Big|_{V_0}=\frac{B\cdot G'B}{2|gB|}.$$

**Solution.** Let $s(V)=|g(V)B|^2$. Then $s'(V_0)=2(gB)\cdot(g'B)=B\cdot G'B$ by (d). An invertible $g$ sends no nonzero field to zero, so $s(V_0)>0$ and the chain rule applies:

$$\big(\sqrt{s}\big)'=\frac{s'}{2\sqrt{s}}=\frac{B\cdot G'B}{2|gB|}.$$

Multiplied by $\mu_B$, this is the first-order sensitivity of the splitting to voltage noise.

With no condition at all on $g(V_0)$ the statement fails. For $g(V)=V\,\mathbb 1$ at $V_0=0$ the length is $|V||B|$, which has a kink there.

In Lean, `hv` differentiates the components of $gB$, `hs` the squared length, and `hne` keeps the argument of the root away from zero.

```lean
/-- For an invertible g-matrix and a nonzero magnetic field, the length of `gB` changes with voltage
at the rate `⟨B, G'B⟩ / (2 |gB|)`, where `G'` is the derivative of the Zeeman tensor. -/
theorem hasDerivAt_len (hg : MatrixDeriv g g' V₀)
    (hG : MatrixDeriv (fun V => zeemanTensor (g V)) G' V₀) (hdet : (g V₀).det ≠ 0)
    {B : Fin 3 → ℝ} (hB : B ≠ 0) :
    HasDerivAt (fun V => len (g V *ᵥ B))
      (B ⬝ᵥ (G' *ᵥ B) / (2 * len (g V₀ *ᵥ B))) V₀ := by
  have hv : ∀ i, HasDerivAt (fun V => (g V *ᵥ B) i) ((g' *ᵥ B) i) V₀ := by
    intro i
    have h : HasDerivAt (fun V => ∑ j, g V i j * B j) (∑ j, g' i j * B j) V₀ :=
      HasDerivAt.fun_sum fun j _ => (hg i j).mul_const (B j)
    exact h
  have hs : HasDerivAt (fun V => ∑ i, (g V *ᵥ B) i * (g V *ᵥ B) i)
      (∑ i, ((g' *ᵥ B) i * (g V₀ *ᵥ B) i + (g V₀ *ᵥ B) i * (g' *ᵥ B) i)) V₀ :=
    HasDerivAt.fun_sum fun i _ => (hv i).fun_mul (hv i)
  -- invertibility keeps the square root away from zero
  have hne : ∑ i, (g V₀ *ᵥ B) i * (g V₀ *ᵥ B) i ≠ 0 := fun h =>
    hB (Matrix.eq_zero_of_mulVec_eq_zero hdet (dotProduct_self_eq_zero.mp h))
  refine (hs.sqrt hne).congr_deriv ?_
  change _ / (2 * len (g V₀ *ᵥ B)) = _
  rw [quadratic_form_eq hg hG B]
  congr 1
  simp only [dotProduct, Fin.sum_univ_three]
  ring
```

## (g) The iso-Zeeman criterion

**Task.** For $\det g\ne0$, show that

$$\frac{d}{dV}|g(V)B|\,\Big|_{V_0}=0\ \text{ for all }B\neq0\quad\Longleftrightarrow\quad G'=0.$$

**Solution.** If $G'=0$, the numerator in (f) vanishes. Conversely, if every slope is zero, then (f) gives $B\cdot G'B/(2|gB|)=0$ with $|gB|\neq0$, hence $B\cdot G'B=0$ for every $B\ne0$. For $B=0$ this holds trivially, and (e) yields $G'=0$.

The Lean statement `HasDerivAt … 0` says both that the length is differentiable and that its slope is zero. The proof again compares two derivatives of one function with `unique`, and `hL` supplies $|gB|\ne0$ by way of (a).

```lean
/-- Iso-Zeeman criterion: for an invertible g-matrix, the length of `gB` is stationary in voltage
for every nonzero magnetic field if and only if the derivative `G'` of the Zeeman tensor is zero. -/
theorem isoZeeman_iff (hg : MatrixDeriv g g' V₀)
    (hG : MatrixDeriv (fun V => zeemanTensor (g V)) G' V₀) (hdet : (g V₀).det ≠ 0) :
    (∀ B : Fin 3 → ℝ, B ≠ 0 → HasDerivAt (fun V => len (g V *ᵥ B)) 0 V₀) ↔ G' = 0 := by
  constructor
  · intro h
    refine deriv_eq_zero_of_form hg hG fun B => ?_
    by_cases hB : B = 0
    · simp [hB]
    · have hu := (h B hB).unique (hasDerivAt_len hg hG hdet hB)
      have hL : len (g V₀ *ᵥ B) ≠ 0 := by
        intro h0
        have h1 := len_sq (g V₀ *ᵥ B)
        rw [h0, zero_pow two_ne_zero] at h1
        exact hB (Matrix.eq_zero_of_mulVec_eq_zero hdet (dotProduct_self_eq_zero.mp h1.symm))
      exact (div_eq_zero_iff.mp hu.symm).resolve_right (mul_ne_zero two_ne_zero hL)
  · intro h0 B hB
    have h := hasDerivAt_len hg hG hdet hB
    rwa [h0, Matrix.zero_mulVec, dotProduct_zero, zero_div] at h
```

## (h) Transverse and longitudinal parts

**Task.** Without assuming $g$ invertible, show that

$$|gB\times g'B|^2+\Big(\tfrac12B\cdot G'B\Big)^2=|gB|^2\,|g'B|^2.$$

**Solution.** Put $u=gB$ and $w=g'B$. Then

$$|u\times w|^2=u\cdot\big(w\times(u\times w)\big)=u\cdot\big(u\,(w\cdot w)-w\,(w\cdot u)\big)=|u|^2|w|^2-(u\cdot w)^2,$$

and (d) says that $u\cdot w=\tfrac12B\cdot G'B$. The first term on the left of the target measures the part of $g'B$ that turns the effective field, the second the part that stretches it. Lean takes the vector identity from `cross_dot_cross`.

```lean
/-- The squares of `|gB × g'B|` and of `⟨B, G'B⟩ / 2` add up to `|gB|² |g'B|²`, where `G'` is the
derivative of the Zeeman tensor. -/
theorem transverse_longitudinal (hg : MatrixDeriv g g' V₀)
    (hG : MatrixDeriv (fun V => zeemanTensor (g V)) G' V₀) (B : Fin 3 → ℝ) :
    len ((g V₀ *ᵥ B) ⨯₃ (g' *ᵥ B)) ^ 2 + (B ⬝ᵥ (G' *ᵥ B) / 2) ^ 2
      = len (g V₀ *ᵥ B) ^ 2 * len (g' *ᵥ B) ^ 2 := by
  rw [len_sq, len_sq, len_sq, quadratic_form_eq hg hG B, cross_dot_cross,
    dotProduct_comm (g' *ᵥ B) (g V₀ *ᵥ B)]
  ring
```

## (i) The whole modulation becomes transverse

**Task.** Again without invertibility, show that

$$|gB\times g'B|=|gB|\,|g'B|\ \text{ for all }B\quad\Longleftrightarrow\quad G'=0.$$

**Solution.** If $G'=0$, (h) says that the squares of the two sides agree. Both sides are non-negative, so they are equal. Conversely, inserting the equality into (h) leaves $(\tfrac12B\cdot G'B)^2=0$ for every $B$, and (e) gives $G'=0$. The Lean proof removes the squares with `sq_eq_sq₀`, whose non-negativity conditions come from `hn`.

For a weak resonant drive $V_0+\delta V\cos\omega t$ of this two-level model, the rotating-wave approximation gives the Rabi frequency

$$f_R=\frac{\mu_B\,\delta V}{2h}\,\frac{|gB\times g'B|}{|gB|},$$

with $h$ the Planck constant. When $G'=0$ and $gB\neq0$, the last factor is simply $|g'B|$.

One way to obtain $g'$ numerically is to compute $g$ from the doublet at neighbouring voltages and take a difference quotient. For use in the formula above, the basis of the doublet is then matched between the voltages, because a voltage-dependent rotation of the spin axes changes $g'$ while leaving $G$ alone.

```lean
/-- The equality `|gB × g'B| = |gB| |g'B|` holds for every magnetic field if and only if the
derivative of the Zeeman tensor is zero, `G' = 0`. -/
theorem cross_len_iff (hg : MatrixDeriv g g' V₀)
    (hG : MatrixDeriv (fun V => zeemanTensor (g V)) G' V₀) :
    (∀ B : Fin 3 → ℝ, len ((g V₀ *ᵥ B) ⨯₃ (g' *ᵥ B))
      = len (g V₀ *ᵥ B) * len (g' *ᵥ B)) ↔ G' = 0 := by
  constructor
  · intro h
    refine deriv_eq_zero_of_form hg hG fun B => ?_
    have hL := transverse_longitudinal hg hG B
    rw [h B] at hL
    have hq : (B ⬝ᵥ (G' *ᵥ B) / 2) ^ 2 = 0 := by linear_combination hL
    have hz := (pow_eq_zero_iff two_ne_zero).mp hq
    linarith
  · intro h0 B
    have hL := transverse_longitudinal hg hG B
    rw [h0, Matrix.zero_mulVec, dotProduct_zero] at hL
    have hn : ∀ v : Fin 3 → ℝ, 0 ≤ len v := fun v => Real.sqrt_nonneg (v ⬝ᵥ v)
    refine (sq_eq_sq₀ (hn ((g V₀ *ᵥ B) ⨯₃ (g' *ᵥ B)))
      (mul_nonneg (hn (g V₀ *ᵥ B)) (hn (g' *ᵥ B)))).mp ?_
    linear_combination hL
```

## (j) A g-matrix with turning axes

**Task.** For

$$g(V)=\begin{pmatrix}a\cos V&-b\sin V&0\\a\sin V&b\cos V&0\\0&0&c\end{pmatrix}$$

show that at every $V$

$$\det g=abc,\qquad g'=\begin{pmatrix}-a\sin V&-b\cos V&0\\a\cos V&-b\sin V&0\\0&0&0\end{pmatrix},\qquad G'=0.$$

**Solution.** Expanding along the last row gives $\det g=c\,(ab\cos^2V+ab\sin^2V)=abc$. Differentiating each entry gives $g'$. The columns of $g$ are mutually orthogonal with squared lengths $a^2,b^2,c^2$, so $G=\mathrm{diag}(a^2,b^2,c^2)$ does not depend on $V$, and its derivative is zero. For $abc\ne0$ the criterion in (g) therefore applies at every angle.

Two field directions serve as examples. For $B=(B_0,0,0)$, both $gB$ and $g'B$ have length $|aB_0|$ and they are perpendicular, so $|gB\times g'B|=a^2B_0^2$. For $B$ along axis 2, the axis of rotation, $g'B=0$: the equality in (i) reads $0=0$ and there is no drive.

The three claims are the three goals of the Lean proof, and `hc` is the constancy of $G$.

```lean
/-- The rotated g-matrix has determinant `abc`, the stated voltage derivative, and a Zeeman
tensor with derivative zero. -/
theorem isoZeeman_witness (a b c V : ℝ) :
    (rotatedG a b c V).det = a * b * c ∧
    MatrixDeriv (rotatedG a b c)
      !![a * -Real.sin V, -b * Real.cos V, 0; a * Real.cos V, b * -Real.sin V, 0; 0, 0, 0] V ∧
    MatrixDeriv (fun W => zeemanTensor (rotatedG a b c W)) 0 V := by
  refine ⟨?_, ?_, ?_⟩
  · rw [Matrix.det_fin_three]
    simp [rotatedG]
    linear_combination a * b * c * Real.sin_sq_add_cos_sq V
  · intro i j
    fin_cases i <;> fin_cases j
    · exact (Real.hasDerivAt_cos V).const_mul a
    · exact (Real.hasDerivAt_sin V).const_mul (-b)
    · exact hasDerivAt_const V (0 : ℝ)
    · exact (Real.hasDerivAt_sin V).const_mul a
    · exact (Real.hasDerivAt_cos V).const_mul b
    · exact hasDerivAt_const V (0 : ℝ)
    · exact hasDerivAt_const V (0 : ℝ)
    · exact hasDerivAt_const V (0 : ℝ)
    · exact hasDerivAt_const V c
  · -- the rotation drops out of the Zeeman tensor
    have hc : ∀ W, zeemanTensor (rotatedG a b c W)
        = !![a ^ 2, 0, 0; 0, b ^ 2, 0; 0, 0, c ^ 2] := by
      intro W
      have ha : a ^ 2 * (Real.sin W ^ 2 + Real.cos W ^ 2) = a ^ 2 := by
        rw [Real.sin_sq_add_cos_sq, mul_one]
      have hb : b ^ 2 * (Real.sin W ^ 2 + Real.cos W ^ 2) = b ^ 2 := by
        rw [Real.sin_sq_add_cos_sq, mul_one]
      ext i j
      fin_cases i <;> fin_cases j <;>
        simp [zeemanTensor, rotatedG, Matrix.mul_apply, Fin.sum_univ_three] <;>
        nlinarith [ha, hb]
    intro i j
    simp only [hc]
    exact hasDerivAt_const V _

end

end IsoZeeman
```

```lean
#print axioms IsoZeeman.antisymmetric_part
#print axioms IsoZeeman.isoZeeman_iff
#print axioms IsoZeeman.cross_len_iff
```

```
'IsoZeeman.antisymmetric_part' depends on axioms: [propext, Classical.choice, Quot.sound]
'IsoZeeman.isoZeeman_iff' depends on axioms: [propext, Classical.choice, Quot.sound]
'IsoZeeman.cross_len_iff' depends on axioms: [propext, Classical.choice, Quot.sound]
```
